# Chirality and the two dispersion branches of a massless fermion in a medium

To find the excitations of a massless fermion in a hot plasma that is isotropic, parity-symmetric and preserves chirality, one writes the inverse propagator in the rest frame of the medium as $S=(1+a)\not K+b\gamma^0$ and looks for the frequencies at which it fails to be invertible. The file below shows from the Dirac relations alone that this $S$ has no block between equal chiralities and that the matrix problem reduces to two scalar equations.

```lean
import Mathlib

open Finset Complex

namespace ThermalFermionSelfEnergy

noncomputable section

variable {A : Type*} [Ring A] [Algebra ℂ A] {d : ℕ}

/-- Dirac relations in `d` space dimensions with metric (+,-,...,-), together with a `γ5` that
squares to one and anticommutes with all gammas. -/
structure IsDirac (γ0 : A) (γ : Fin d → A) (γ5 : A) : Prop where
  time : γ0 * γ0 = 1
  space : ∀ i j, γ i * γ j + γ j * γ i = (if i = j then (-2 : ℂ) else 0) • (1 : A)
  mixed : ∀ i, γ i * γ0 = -(γ0 * γ i)
  five_sq : γ5 * γ5 = 1
  five_time : γ5 * γ0 = -(γ0 * γ5)
  five_space : ∀ i, γ5 * γ i = -(γ i * γ5)

/-- The length `k` of the real spatial momentum. -/
def kNorm (k : Fin d → ℝ) : ℝ := Real.sqrt (∑ i, k i ^ 2)

/-- The contraction `kvec · γ` of the spatial momentum with the spatial gammas. -/
def kDot (γ : Fin d → A) (k : Fin d → ℝ) : A := ∑ i, (k i : ℂ) • γ i

/-- `Kslash = w γ⁰ - kvec · γ` for `K = (w, kvec)` with complex frequency `w`. -/
def kSlash (γ0 : A) (γ : Fin d → A) (w : ℂ) (k : Fin d → ℝ) : A := w • γ0 - kDot γ k

/-- The inverse propagator `S = (1 + a) Kslash + b γ⁰` in the rest frame of the medium. -/
def invProp (γ0 : A) (γ : Fin d → A) (a b w : ℂ) (k : Fin d → ℝ) : A :=
  (1 + a) • kSlash γ0 γ w k + b • γ0

/-- The branch function `D₋ = (1 + a)(w - k) + b`. -/
def branchMinus (a b w : ℂ) (k : Fin d → ℝ) : ℂ := (1 + a) * (w - kNorm k) + b

/-- The branch function `D₊ = (1 + a)(w + k) + b`. -/
def branchPlus (a b w : ℂ) (k : Fin d → ℝ) : ℂ := (1 + a) * (w + kNorm k) + b

/-- The element `(1 + g)/2`. -/
def projPlus (g : A) : A := (1 / 2 : ℂ) • (1 + g)

/-- The element `(1 - g)/2`. -/
def projMinus (g : A) : A := (1 / 2 : ℂ) • (1 - g)

/-- The operator `γ⁰ (kvec · γ) / k`. -/
def alphaHat (γ0 : A) (γ : Fin d → A) (k : Fin d → ℝ) : A :=
  (kNorm k : ℂ)⁻¹ • (γ0 * kDot γ k)

variable {γ0 γ5 : A} {γ : Fin d → A}

/-- The square of `kvec · γ` is `-k²`. -/
theorem kDot_sq (h : IsDirac γ0 γ γ5) (k : Fin d → ℝ) :
    kDot γ k * kDot γ k = (-(kNorm k : ℂ) ^ 2) • (1 : A) := by
  have h1 : kDot γ k * kDot γ k = ∑ i, ∑ j, ((k i : ℂ) * k j) • (γ i * γ j) := by
    unfold kDot
    rw [Finset.sum_mul_sum]
    refine sum_congr rfl fun i _ => sum_congr rfl fun j _ => ?_
    rw [smul_mul_assoc, mul_smul_comm, smul_smul]
  have h2 : kDot γ k * kDot γ k = ∑ i, ∑ j, ((k i : ℂ) * k j) • (γ j * γ i) := by
    rw [h1, Finset.sum_comm]
    refine sum_congr rfl fun i _ => sum_congr rfl fun j _ => ?_
    rw [mul_comm (k j : ℂ)]
  have hk : (kNorm k : ℂ) ^ 2 = ∑ i, (k i : ℂ) ^ 2 := by
    have : kNorm k ^ 2 = ∑ i, k i ^ 2 := Real.sq_sqrt (sum_nonneg fun i _ => sq_nonneg _)
    exact_mod_cast this
  -- symmetrise the double sum so that only anticommutators appear
  have h3 : kDot γ k * kDot γ k + kDot γ k * kDot γ k = (-2 * (kNorm k : ℂ) ^ 2) • (1 : A) := by
    calc _ = ∑ i, ∑ j, ((k i : ℂ) * k j) • (γ i * γ j + γ j * γ i) := by
          simp only [smul_add, Finset.sum_add_distrib]
          exact congrArg₂ (· + ·) h1 h2
      _ = ∑ i, (-2 * (k i : ℂ) ^ 2) • (1 : A) := by
          refine sum_congr rfl fun i _ => ?_
          rw [Finset.sum_eq_single i]
          · rw [h.space, if_pos rfl]
            module
          · intro j _ hj
            rw [h.space, if_neg (Ne.symm hj), zero_smul, smul_zero]
          · intro hi
            exact absurd (mem_univ i) hi
      _ = _ := by rw [hk, Finset.mul_sum, Finset.sum_smul]
  calc kDot γ k * kDot γ k = (1 / 2 : ℂ) • (kDot γ k * kDot γ k + kDot γ k * kDot γ k) := by
        module
    _ = _ := by
        rw [h3]
        module

/-- `kvec · γ` anticommutes with `γ⁰`. -/
theorem kDot_gamma0 (h : IsDirac γ0 γ γ5) (k : Fin d → ℝ) :
    kDot γ k * γ0 = -(γ0 * kDot γ k) := by
  simp only [kDot, Finset.sum_mul, Finset.mul_sum, smul_mul_assoc, mul_smul_comm, h.mixed,
    smul_neg, Finset.sum_neg_distrib]

/-- `γ5` anticommutes with the inverse propagator `S`. -/
theorem gamma5_invProp (h : IsDirac γ0 γ γ5) (a b w : ℂ) (k : Fin d → ℝ) :
    γ5 * invProp γ0 γ a b w k = -(invProp γ0 γ a b w k * γ5) := by
  have hX : γ5 * kDot γ k = -(kDot γ k * γ5) := by
    simp only [kDot, Finset.sum_mul, Finset.mul_sum, smul_mul_assoc, mul_smul_comm,
      h.five_space, smul_neg, Finset.sum_neg_distrib]
  simp only [invProp, kSlash, mul_add, add_mul, mul_sub, sub_mul, smul_mul_assoc, mul_smul_comm,
    hX, h.five_time]
  module

/-- For `P = (1 ± γ5)/2` one has `P S P = 0`, and `S²` is the scalar
`((1 + a)(w - k) + b)((1 + a)(w + k) + b)`. -/
theorem chirality_and_branches (h : IsDirac γ0 γ γ5) (a b w : ℂ) (k : Fin d → ℝ) :
    projPlus γ5 * invProp γ0 γ a b w k * projPlus γ5 = 0 ∧
    projMinus γ5 * invProp γ0 γ a b w k * projMinus γ5 = 0 ∧
    invProp γ0 γ a b w k * invProp γ0 γ a b w k
      = (branchMinus a b w k * branchPlus a b w k) • (1 : A) := by
  have hS := gamma5_invProp h a b w k
  refine ⟨?_, ?_, ?_⟩
  · simp only [projPlus, smul_mul_assoc, mul_smul_comm, add_mul, mul_add, one_mul, mul_one,
      hS, neg_mul, mul_assoc, h.five_sq]
    module
  · simp only [projMinus, smul_mul_assoc, mul_smul_comm, sub_mul, mul_sub, one_mul, mul_one,
      hS, neg_mul, mul_assoc, h.five_sq]
    module
  · -- the cross terms between `γ⁰` and `kvec · γ` cancel
    simp only [invProp, kSlash, branchMinus, branchPlus, mul_add, add_mul, mul_sub, sub_mul,
      smul_mul_assoc, mul_smul_comm, h.time, kDot_sq h, kDot_gamma0 h]
    module

/-- In a nontrivial algebra `S` is invertible exactly when neither `D₋` nor `D₊` vanishes. -/
theorem isUnit_invProp_iff [Nontrivial A] (h : IsDirac γ0 γ γ5) (a b w : ℂ) (k : Fin d → ℝ) :
    IsUnit (invProp γ0 γ a b w k) ↔ branchMinus a b w k ≠ 0 ∧ branchPlus a b w k ≠ 0 := by
  have hsq := (chirality_and_branches h a b w k).2.2
  rw [← mul_ne_zero_iff]
  constructor
  · intro hU hc
    have h2 := hU.mul hU
    rw [hsq, hc, zero_smul] at h2
    exact not_isUnit_zero h2
  · intro hc
    -- the inverse is `S / (D₋ D₊)`
    refine ⟨⟨invProp γ0 γ a b w k,
      (branchMinus a b w k * branchPlus a b w k)⁻¹ • invProp γ0 γ a b w k, ?_, ?_⟩, rfl⟩
    · rw [mul_smul_comm, hsq, smul_smul, inv_mul_cancel₀ hc, one_smul]
    · rw [smul_mul_assoc, hsq, smul_smul, inv_mul_cancel₀ hc, one_smul]

/-- For `k ≠ 0` the elements `Λ± = (1 ± γ⁰ (kvec · γ)/k)/2` are complementary idempotents and
`γ⁰ S = D₋ Λ₊ + D₊ Λ₋`. -/
theorem branch_decomposition (h : IsDirac γ0 γ γ5) (a b w : ℂ) (k : Fin d → ℝ)
    (hk : kNorm k ≠ 0) :
    projPlus (alphaHat γ0 γ k) * projPlus (alphaHat γ0 γ k) = projPlus (alphaHat γ0 γ k) ∧
    projMinus (alphaHat γ0 γ k) * projMinus (alphaHat γ0 γ k) = projMinus (alphaHat γ0 γ k) ∧
    projPlus (alphaHat γ0 γ k) * projMinus (alphaHat γ0 γ k) = 0 ∧
    projPlus (alphaHat γ0 γ k) + projMinus (alphaHat γ0 γ k) = 1 ∧
    γ0 * invProp γ0 γ a b w k = branchMinus a b w k • projPlus (alphaHat γ0 γ k)
      + branchPlus a b w k • projMinus (alphaHat γ0 γ k) := by
  have hc : (kNorm k : ℂ) ≠ 0 := by exact_mod_cast hk
  have hA : γ0 * kDot γ k * (γ0 * kDot γ k) = ((kNorm k : ℂ) ^ 2) • (1 : A) := by
    calc _ = γ0 * (kDot γ k * γ0) * kDot γ k := by simp only [mul_assoc]
      _ = -((γ0 * γ0) * (kDot γ k * kDot γ k)) := by
          rw [kDot_gamma0 h]
          simp only [mul_neg, neg_mul, mul_assoc]
      _ = _ := by rw [h.time, kDot_sq h, one_mul, neg_smul, neg_neg]
  -- the operator `γ⁰ (kvec · γ)/k` squares to one
  have hN : alphaHat γ0 γ k * alphaHat γ0 γ k = 1 := by
    have e : (kNorm k : ℂ)⁻¹ * (kNorm k : ℂ)⁻¹ * (kNorm k : ℂ) ^ 2 = 1 := by field_simp
    rw [alphaHat, smul_mul_assoc, mul_smul_comm, hA, smul_smul, smul_smul, e, one_smul]
  have hY : γ0 * kDot γ k = (kNorm k : ℂ) • alphaHat γ0 γ k := by
    rw [alphaHat, smul_smul, mul_inv_cancel₀ hc, one_smul]
  refine ⟨?_, ?_, ?_, ?_, ?_⟩
  all_goals
    simp only [projPlus, projMinus, invProp, kSlash, branchMinus, branchPlus, smul_mul_assoc,
      mul_smul_comm, add_mul, mul_add, sub_mul, mul_sub, one_mul, mul_one, hN, hY, h.time]
    module

/-- `γ⁰` in the Dirac representation. -/
def dirac0 : Matrix (Fin 4) (Fin 4) ℂ := !![1, 0, 0, 0; 0, 1, 0, 0; 0, 0, -1, 0; 0, 0, 0, -1]

/-- `γ¹, γ², γ³` in the Dirac representation. -/
def diracSpace : Fin 3 → Matrix (Fin 4) (Fin 4) ℂ :=
  ![!![0, 0, 0, 1; 0, 0, 1, 0; 0, -1, 0, 0; -1, 0, 0, 0],
    !![0, 0, 0, -I; 0, 0, I, 0; 0, I, 0, 0; -I, 0, 0, 0],
    !![0, 0, 1, 0; 0, 0, 0, -1; -1, 0, 0, 0; 0, 1, 0, 0]]

/-- `γ5` in the Dirac representation. -/
def dirac5 : Matrix (Fin 4) (Fin 4) ℂ := !![0, 0, 1, 0; 0, 0, 0, 1; 1, 0, 0, 0; 0, 1, 0, 0]

set_option maxHeartbeats 400000 in
/-- The spatial Dirac matrices have anticommutators `-2 δⁱʲ`. -/
theorem diracSpace_anticomm (i j : Fin 3) :
    diracSpace i * diracSpace j + diracSpace j * diracSpace i
      = (if i = j then (-2 : ℂ) else 0) • (1 : Matrix (Fin 4) (Fin 4) ℂ) := by
  fin_cases i <;> fin_cases j <;> ext p q <;> fin_cases p <;> fin_cases q <;>
    simp [diracSpace] <;> norm_num

set_option maxHeartbeats 400000 in
/-- The 4 × 4 Dirac representation satisfies all the relations in three space dimensions. -/
theorem isDirac_witness : IsDirac dirac0 diracSpace dirac5 := by
  refine ⟨?_, diracSpace_anticomm, fun i => ?_, ?_, ?_, fun i => ?_⟩
  all_goals
    (try fin_cases i) <;> ext p q <;> fin_cases p <;> fin_cases q <;>
      simp [dirac0, dirac5, diracSpace, Matrix.mul_apply, Fin.sum_univ_four]

end

end ThermalFermionSelfEnergy
```

```lean
#print axioms ThermalFermionSelfEnergy.chirality_and_branches
#print axioms ThermalFermionSelfEnergy.isUnit_invProp_iff
#print axioms ThermalFermionSelfEnergy.branch_decomposition
```

```
'ThermalFermionSelfEnergy.chirality_and_branches' depends on axioms: [propext, Classical.choice, Quot.sound]
'ThermalFermionSelfEnergy.isUnit_invProp_iff' depends on axioms: [propext, Classical.choice, Quot.sound]
'ThermalFermionSelfEnergy.branch_decomposition' depends on axioms: [propext, Classical.choice, Quot.sound]
```

## What the theorems say

`A` is an associative complex algebra with unit, and `d` is the number of space dimensions. The elements `γ0` and `γ5` are $\gamma^0$ and $\gamma_5$. The spatial gamma `γ i` is written $\Gamma_i$ with $i=0,\dots,d-1$, so $\Gamma_0$ is the usual $\gamma^1$. The hypothesis `IsDirac` consists of
$$(\gamma^0)^2=1,\quad \{\Gamma_i,\Gamma_j\}=-2\delta_{ij},\quad \{\Gamma_i,\gamma^0\}=0,\quad \gamma_5^2=1,\quad \{\gamma_5,\gamma^0\}=\{\gamma_5,\Gamma_i\}=0,$$
which fixes the metric $(+,-,\dots,-)$.

Lean's `k` is the real vector $\mathbf k=(k_0,\dots,k_{d-1})$, and `kNorm k` is its length $k$. The frequency $w$ and the coefficients $a,b$ are complex. With $X=\sum_i k_i\Gamma_i$ (`kDot`), the definitions are $\not K=w\gamma^0-X$ (`kSlash`), $S$ as above (`invProp`), and $D_\mp=(1+a)(w\mp k)+b$ (`branchMinus`, `branchPlus`). The maps `projPlus` and `projMinus` send $g$ to $(1\pm g)/2$. They give $P_\pm$ for $g=\gamma_5$ and $\Lambda_\pm$ for $g=\hat\alpha=\gamma^0X/k$ (`alphaHat`).

`chirality_and_branches` states $P_+SP_+=0$, $P_-SP_-=0$ and $S^2=D_-D_+\cdot1$. `isUnit_invProp_iff` states that $S$ has a two-sided inverse exactly when $D_-\neq0$ and $D_+\neq0$; it assumes `Nontrivial A` because in the zero algebra every element is invertible. `branch_decomposition` states, for $k\neq0$, that $\Lambda_\pm^2=\Lambda_\pm$, $\Lambda_+\Lambda_-=0$, $\Lambda_++\Lambda_-=1$ and $\gamma^0S=D_-\Lambda_++D_+\Lambda_-$. At $k=0$ Lean's inverse returns zero and $\hat\alpha=0$, which is why `hk` is assumed; for $d=0$ it is never met, while the other two theorems hold with $D_-=D_+$. Finally, `isDirac_witness` verifies the relations for the $4\times4$ Dirac matrices with $d=3$.

## The physics encoded

The form of $S$ corresponds to $S=\not K-\Sigma$ with self-energy $\Sigma=-a\not K-b\gamma^0$. The term $b\gamma^0$ is allowed because the medium singles out a rest frame. This form is assumed and no loop integral is computed. In a plasma $a$ and $b$ are functions of $w$ and $k$; here they are free numbers, so the theorems apply at each point separately. For a massless fermion in an isotropic medium at rest whose self-energy has no $\gamma_5$-dependent part and preserves chirality (no terms proportional to $1$ or to $\gamma^0X$, which isotropy alone would allow), the invertibility theorem says that the propagator fails to exist exactly on $D_-=0$ or $D_+=0$.

That $S$ exchanges the two chiralities does not mean that the medium flips them: $\gamma^0$ exchanges them too, so $\gamma^0S$, the operator in the wave equation $\gamma^0S\psi=0$, commutes with $\gamma_5$. The condition $P_\pm SP_\pm=0$ distinguishes $b\gamma^0$ from a mass term: subtracting $m\cdot1$ from $S$ would leave $-mP_\pm$. At $a=b=0$ the branches are $w=k$ and $w=-k$. How the roots move in a medium, and whether $D_+$ acquires one at positive frequency, depends on the functions $a$ and $b$, about which the theorems say nothing. The algebra carries no adjoint, so $\Lambda_\pm$ are idempotents without a statement of Hermiticity.

## Why it is true

First, $X^2=\sum_{ij}k_ik_j\Gamma_i\Gamma_j$, and exchanging the names of the indices gives also $X^2=\sum_{ij}k_ik_j\Gamma_j\Gamma_i$. The sum of the two is
$$2X^2=\sum_{ij}k_ik_j\{\Gamma_i,\Gamma_j\}=-2\sum_i k_i^2=-2k^2 .$$
In `kDot_sq` the two forms are `h1` and `h2`, their sum is `h3`, where `Finset.sum_eq_single` collapses the Kronecker delta, and the last `calc` halves the result. By linearity $X\gamma^0=-\gamma^0X$ (`kDot_gamma0`) and $\gamma_5S=-S\gamma_5$ (`gamma5_invProp`).

For chirality, $\gamma_5S\gamma_5=-S\gamma_5^2=-S$, so
$$4P_\pm SP_\pm=S\pm S\gamma_5\pm\gamma_5S+\gamma_5S\gamma_5=(S-S)\pm(S\gamma_5-S\gamma_5)=0 .$$

For the square, put $E=(1+a)w+b$, so that $S=E\gamma^0-(1+a)X$. Then
$$S^2=E^2-E(1+a)\{\gamma^0,X\}+(1+a)^2X^2=E^2-(1+a)^2k^2=D_-D_+,$$
since $D_\mp=E\mp(1+a)k$.

If $D_-D_+\neq0$, then $S/(D_-D_+)$ inverts $S$ from both sides, and the proof supplies exactly this element. If $D_-D_+=0$ and $S$ were invertible, $S^2=0$ would be invertible too, which `not_isUnit_zero` excludes.

For the decomposition, $(\gamma^0X)^2=-(\gamma^0)^2X^2=k^2$ (`hA`), hence $\hat\alpha^2=1$ (`hN`). This gives $\Lambda_\pm^2=(2\pm2\hat\alpha)/4=\Lambda_\pm$ and $\Lambda_+\Lambda_-=(1-\hat\alpha^2)/4=0$, while the sum is $1$ by inspection. With $\gamma^0X=k\hat\alpha$ (`hY`),
$$\gamma^0S=E-(1+a)k\hat\alpha=\tfrac12(D_-+D_+)+\tfrac12(D_--D_+)\hat\alpha=D_-\Lambda_++D_+\Lambda_- .$$
The witness is checked entry by entry.

## The tactic `module`

The algebra is not commutative, so `ring` does not apply to its elements. The statements of `gamma5_invProp`, `chirality_and_branches` and `branch_decomposition` are proved in two stages. A `simp only` call expands all products, pulls scalars to the front with `smul_mul_assoc` and `mul_smul_comm`, and rewrites each product of gammas by a relation. What remains is an equation between linear combinations of a few fixed elements, for $S^2$ only $1$ and `γ0 * kDot γ k`. The tactic `module` treats these as independent symbols, collects the complex coefficient of each, and checks that the coefficients agree as polynomials. The coefficient of $\gamma^0X$ vanishes on both sides, which is the cancellation of the cross terms, and the coefficient of $1$ is the factorisation of $E^2-(1+a)^2k^2$.

## A numerical instance

Take the Dirac matrices, $\mathbf k=(0,0,1)$, $w=2$, $a=1$, $b=1$. Then $E=5$, $D_-=3$, $D_+=7$ and $S=5\gamma^0-2\Gamma_2$. With components numbered 0 to 3, $S$ maps the span of components 0 and 2 to itself, and on it
$$S=\begin{pmatrix}5&-2\\2&-5\end{pmatrix},\qquad S^2=21\cdot1,\qquad \gamma^0S=\begin{pmatrix}5&-2\\-2&5\end{pmatrix},\qquad\hat\alpha=\begin{pmatrix}0&1\\1&0\end{pmatrix}.$$
The vector $(1,1)/\sqrt2$ has $\hat\alpha=+1$ and eigenvalue $3=D_-$ of $\gamma^0S$, and $(1,-1)/\sqrt2$ has $\hat\alpha=-1$ and eigenvalue $7=D_+$. On this block $\gamma_5$ exchanges the two components, and $S$ sends $(1,1)/\sqrt2$, of chirality $+1$, to $3\,(1,-1)/\sqrt2$, of chirality $-1$. Changing $b$ to $-2$ gives $D_-=0$, $D_+=4$, and a block with rows $(2,-2)$ and $(2,-2)$, which is singular.

## Use in a calculation

The formulas from here on are ordinary algebra that goes beyond the file. With $4\times4$ matrices one computes two traces of the self-energy, $T_0=\tfrac14\operatorname{Tr}(\gamma^0\Sigma)=-aw-b$ and $T_K=\tfrac14\operatorname{Tr}(\not K\Sigma)=-a(w^2-k^2)-bw$. For $k\neq0$ they give $a=(T_K-wT_0)/k^2$ and $b=-T_0-aw$. A program then searches, at each $k$, for roots in $w$ of the two scalar functions $D_\mp$ and needs no matrix inversion. Away from the roots the decomposition gives the propagator as $S^{-1}=(\Lambda_+/D_-+\Lambda_-/D_+)\gamma^0$.

## Concrete matrices as an alternative

One could have fixed $A$ as the $4\times4$ complex matrices and defined $\gamma_5=i\gamma^0\Gamma_0\Gamma_1\Gamma_2$. Its two properties would then be lemmas, and traces, adjoints and the determinant $\det S=(D_-D_+)^2$ would become available, for $d=3$ and one representation. In the abstract version $\gamma_5$ is any element with the two properties, and its existence is a real condition. For $d=2$ the $2\times2$ representation has none, because only the zero matrix anticommutes with all three Pauli matrices, whereas the $4\times4$ matrices $\gamma^0,\Gamma_0,\Gamma_1$, a reducible representation of the relations without $\gamma_5$, satisfy all the relations together with the $4\times4$ $\gamma_5$. All three theorems assume the full `IsDirac`, so they do not apply as stated to the two-component case, although the derivation of $S^2$ makes no use of $\gamma_5$.
